# I222 and I2₁2₁2₁ have the same systematic absences: exactly the reflections with h+k+l odd

A reflection $(h,k,l)$ is systematically absent for I222 exactly when $h+k+l$ is odd, and the same is true for I2₁2₁2₁, so a list of systematic absences cannot tell these two space groups apart. I know this from the tables of reflection conditions, but I would like to see it derived from the symmetry operations. In particular, why do the screw axes of I2₁2₁2₁ add no condition of their own? Can the argument be made rigorous and checked in Lean 4 with Mathlib?

## Body centring leaves only the parity of h+k+l

Yes. Write a point in fractional coordinates as $r=(x,y,z)$, let $h,k,l$ be integers, and set
$$w(x,y,z)=e^{2\pi i(hx+ky+lz)} .$$
For a list of symmetry operations $g$, the orbit sum at $r$ is $\sum_g w(g\,r)$. For a general point $r$, this is the contribution to the structure factor of identical point scatterers of unit strength at the images of $r$ in one cell. The reflection is absent if this sum is zero for every real $r$.

**Half-turn shifts.** If a displacement changes $hx+ky+lz$ by $n/2$ with $n$ an integer, then $w$ is multiplied by $e^{i\pi n}=(-1)^n$.

**Centring.** Let $S_P(r)$ be the orbit sum over four primitive operations. Body centring adds the same four operations followed by the shift $(\tfrac12,\tfrac12,\tfrac12)$, which changes the phase by $(h+k+l)/2$. The sum over all eight is therefore
$$S_I(r)=\bigl(1+(-1)^{h+k+l}\bigr)\,S_P(r).$$
For odd $h+k+l$ this is zero everywhere. For even $h+k+l$ it is $2S_P(r)$, so the reflection is absent only if the four primitive operations already make it so. It remains to show that, for even $h+k+l$, neither primitive list does.

**The operations of P222.** These are the identity and three twofold rotations about axes through the origin. All four leave the origin fixed, so $S_P(0,0,0)=4$, and no reflection is absent.

**The operations of P2₁2₁2₁.** Each screw operation contains two half translations: one along its axis, which is the screw component, and one perpendicular to it, which is there because the axis does not pass through the origin. Both enter the signs:
$$\begin{aligned}S_P(x,y,z)={}&w(x,y,z)+(-1)^{h+l}w(-x,-y,z)\\&+(-1)^{k+l}w(-x,y,-z)+(-1)^{h+k}w(x,-y,-z).\end{aligned}$$
If $h+k+l$ is even, either all three indices are even or exactly two are odd.

- All even: every sign is $+1$, and the origin gives $4$.
- $h,k$ odd, $l$ even: the origin gives $1-1-1+1=0$, so another point is needed. Take $(x,0,0)$ with $x=1/(4h)$. Then $w(x,0,0)=i$ and $w(-x,0,0)=-i$, and the sum is $i-(-i)-(-i)+i=4i$.
- $k,l$ odd, $h$ even: take $(0,y,0)$ with $y=1/(4k)$. The signs are $-1,+1,-1$ and the waves are $i,-i,i,-i$, so the sum is again $4i$.
- $h,l$ odd, $k$ even: take $(0,0,z)$ with $z=1/(4l)$. The signs are $+1,-1,-1$ and the waves are $i,i,-i,-i$, which also gives $4i$.

So the screw axes do impose conditions, but only on reflections that centring has already removed.

## The reflection (1,1,0) at two points

Here $h+k+l=2$, so the reflection is allowed in both groups. At $r=(\tfrac14,0,0)$ the first four operations of I2₁2₁2₁ give
$$(\tfrac14,0,0),\quad(\tfrac14,0,\tfrac12),\quad(-\tfrac14,\tfrac12,\tfrac12),\quad(\tfrac34,\tfrac12,0).$$
The values of $x+y$ are $\tfrac14,\tfrac14,\tfrac14,\tfrac54$, so each wave is $i$. Centring adds $1$ to each phase, which changes nothing, and the total is $8i$. For I222 at the same point the waves cancel to $0$, while at the origin I222 gives $8$ and I2₁2₁2₁ gives $0$. The orbit sums differ, but neither vanishes at every point.

## Without centring, (1,0,0) separates the groups

For P2₁2₁2₁ the sum for $(1,0,0)$ is
$$e^{2\pi ix}-e^{-2\pi ix}+e^{-2\pi ix}-e^{2\pi ix}=0$$
at every point. For P222 it is $4\cos 2\pi x$, which equals $4$ at the origin. The theorem `primitive_axial_absences` states this for all $(h,0,0)$: absent for P2₁2₁2₁ exactly when $h$ is odd, and never absent for P222.

## What the Lean theorem says

The main theorem, `absent_I222_and_I212121`, takes arbitrary integers `h k l` and proves two equivalences, one for each group, between `Absent` and `Odd (h + k + l)`.

- `Point` is a triple of real fractional coordinates, with components `r.1`, `r.2.1` and `r.2.2`. Cell lengths do not enter.
- `wave` is $w$ above, with the plus sign in the exponent.
- `P222` and `P212121` are explicit lists of four maps, which fix the setting and the origin. `centred` turns such a list into eight maps, indexed by `Fin 4 ⊕ Fin 4`.
- `orbitSum` adds over operations, not over distinct images, so for a point on a twofold rotation axis, images that coincide modulo integer translations are counted repeatedly.
- `Absent` requires zero at every real point. A reflection that vanishes only for atoms at special positions, or by accident in one structure, is not absent in this sense.

The lists are definitions: the file does not derive them from an abstract classification of space groups or prove that they close under composition modulo integer translations. Atomic form factors and measured intensities are not modelled.

For a static scalar density with the exact symmetry of either group, expanded in plane waves of the conventional (centred) cell, the Fourier coefficients forced to zero by symmetry are those with $h+k+l$ odd. This follows by averaging the Fourier integral over the eight operations, a step which the file does not contain. If an electronic-structure calculation uses a primitive cell instead, its Fourier expansion of the density has no terms with $h+k+l$ odd in the first place, where $h,k,l$ still refer to the conventional cell.

```lean
import Mathlib

open Complex

namespace CentringAbsences

noncomputable section

/-- Fractional coordinates of a point in the crystal. -/
abbrev Point := ℝ × ℝ × ℝ

/-- The plane wave `exp (2 π i (h x + k y + l z))` of the reflection `(h, k, l)`. -/
def wave (h k l : ℤ) (r : Point) : ℂ :=
  exp (2 * Real.pi * I * ((h * r.1 + k * r.2.1 + l * r.2.2 : ℝ) : ℂ))

/-- The four operations of P222 modulo lattice translations: identity and three twofold
rotations. -/
def P222 : Fin 4 → Point → Point :=
  ![fun r => (r.1, r.2.1, r.2.2),
    fun r => (-r.1, -r.2.1, r.2.2),
    fun r => (-r.1, r.2.1, -r.2.2),
    fun r => (r.1, -r.2.1, -r.2.2)]

/-- The four operations of P2₁2₁2₁ modulo lattice translations: identity and three twofold
screw rotations. -/
def P212121 : Fin 4 → Point → Point :=
  ![fun r => (r.1, r.2.1, r.2.2),
    fun r => (-r.1 + 1 / 2, -r.2.1, r.2.2 + 1 / 2),
    fun r => (-r.1, r.2.1 + 1 / 2, -r.2.2 + 1 / 2),
    fun r => (r.1 + 1 / 2, -r.2.1 + 1 / 2, -r.2.2)]

/-- Body centring: four operations together with the same four followed by the translation
`(1/2, 1/2, 1/2)`. -/
def centred (G : Fin 4 → Point → Point) : Fin 4 ⊕ Fin 4 → Point → Point :=
  Sum.elim G (fun i r => ((G i r).1 + 1 / 2, (G i r).2.1 + 1 / 2, (G i r).2.2 + 1 / 2))

/-- The eight operations of I222 modulo integer translations. -/
def I222 : Fin 4 ⊕ Fin 4 → Point → Point := centred P222

/-- The eight operations of I2₁2₁2₁ modulo integer translations. -/
def I212121 : Fin 4 ⊕ Fin 4 → Point → Point := centred P212121

/-- The sum of the plane wave over the images of a point under the listed operations. -/
def orbitSum {ι : Type} [Fintype ι] (G : ι → Point → Point) (h k l : ℤ) (r : Point) : ℂ :=
  ∑ g, wave h k l (G g r)

/-- A reflection is systematically absent when its orbit sum vanishes at every point. -/
def Absent {ι : Type} [Fintype ι] (G : ι → Point → Point) (h k l : ℤ) : Prop :=
  ∀ r, orbitSum G h k l r = 0

/-- A displacement that changes the phase by `n` half-turns multiplies the wave by `(-1)^n`. -/
theorem wave_shift {h k l : ℤ} {x y z x' y' z' : ℝ} (n : ℤ)
    (hp : (h : ℝ) * x' + k * y' + l * z' = h * x + k * y + l * z + (n : ℝ) / 2) :
    wave h k l (x', y', z') = (-1 : ℂ) ^ n * wave h k l (x, y, z) := by
  have e : (-1 : ℂ) ^ n = exp (n * (Real.pi * I)) := by
    rw [Complex.exp_int_mul, Complex.exp_pi_mul_I]
  simp only [wave, hp]
  rw [e, ← Complex.exp_add]
  congr 1
  push_cast
  ring

/-- Body centring multiplies the orbit sum by `1 + (-1)^(h+k+l)`. -/
theorem orbitSum_centred (G : Fin 4 → Point → Point) (h k l : ℤ) (r : Point) :
    orbitSum (centred G) h k l r = (1 + (-1 : ℂ) ^ (h + k + l)) * orbitSum G h k l r := by
  have s : ∀ p : Point, wave h k l (p.1 + 1 / 2, p.2.1 + 1 / 2, p.2.2 + 1 / 2)
      = (-1 : ℂ) ^ (h + k + l) * wave h k l p := by
    rintro ⟨x, y, z⟩
    show wave h k l (x + 1 / 2, y + 1 / 2, z + 1 / 2)
      = (-1 : ℂ) ^ (h + k + l) * wave h k l (x, y, z)
    exact wave_shift _ (by push_cast; ring)
  simp only [orbitSum, centred, Fintype.sum_sum_type, Sum.elim_inl, Sum.elim_inr, s,
    ← Finset.mul_sum]
  ring

/-- A reflection is absent after body centring exactly when `h + k + l` is odd or it was
already absent before centring. -/
theorem absent_centred_iff (G : Fin 4 → Point → Point) (h k l : ℤ) :
    Absent (centred G) h k l ↔ Odd (h + k + l) ∨ Absent G h k l := by
  constructor
  · intro H
    rcases Int.even_or_odd (h + k + l) with he | ho
    · right
      intro r
      have hr := H r
      rw [orbitSum_centred, he.neg_one_zpow] at hr
      exact (mul_eq_zero.mp hr).resolve_left (by norm_num)
    · exact Or.inl ho
  · rintro (ho | H) r
    · rw [orbitSum_centred, ho.neg_one_zpow]
      ring
    · rw [orbitSum_centred, H r, mul_zero]

/-- No reflection is systematically absent for P222. -/
theorem not_absent_P222 (h k l : ℤ) : ¬ Absent P222 h k l := by
  intro H
  have w : wave h k l (0, 0, 0) = 1 := by simp [wave]
  -- at the origin all four waves equal 1
  have e : orbitSum P222 h k l (0, 0, 0) = wave h k l (0, 0, 0) + wave h k l (-0, -0, 0)
      + wave h k l (-0, 0, -0) + wave h k l (0, -0, -0) := by
    rw [orbitSum, Fin.sum_univ_four]
    rfl
  have h0 := H (0, 0, 0)
  rw [e] at h0
  simp only [neg_zero, w] at h0
  norm_num at h0

/-- The screw translations of P2₁2₁2₁ give the rotated waves the signs `(-1)^(h+l)`,
`(-1)^(k+l)` and `(-1)^(h+k)`. -/
theorem orbitSum_P212121 (h k l : ℤ) (x y z : ℝ) :
    orbitSum P212121 h k l (x, y, z) = wave h k l (x, y, z)
      + (-1 : ℂ) ^ (h + l) * wave h k l (-x, -y, z)
      + (-1 : ℂ) ^ (k + l) * wave h k l (-x, y, -z)
      + (-1 : ℂ) ^ (h + k) * wave h k l (x, -y, -z) := by
  rw [← wave_shift (x' := -x + 1 / 2) (y' := -y) (z' := z + 1 / 2) (h + l)
      (by push_cast; ring),
    ← wave_shift (x' := -x) (y' := y + 1 / 2) (z' := -z + 1 / 2) (k + l)
      (by push_cast; ring),
    ← wave_shift (x' := x + 1 / 2) (y' := -y + 1 / 2) (z' := -z) (h + k)
      (by push_cast; ring)]
  rw [orbitSum, Fin.sum_univ_four]
  rfl

/-- A phase of a quarter turn gives the wave the value `i`, and the opposite phase gives `-i`. -/
theorem wave_quarter {h k l : ℤ} {x y z : ℝ} (hq : (h : ℝ) * x + k * y + l * z = 1 / 4) :
    wave h k l (x, y, z) = I ∧ wave h k l (-x, -y, -z) = -I := by
  have e : exp ((Real.pi : ℂ) / 2 * I) = I := by
    rw [Complex.exp_mul_I, Complex.cos_pi_div_two, Complex.sin_pi_div_two]
    ring
  have hp : wave h k l (x, y, z) = I := by
    simp only [wave, hq]
    rw [← e]
    congr 1
    rw [e]
    push_cast
    ring
  refine ⟨hp, ?_⟩
  -- the opposite phase differs by one half-turn
  rw [wave_shift (x := x) (y := y) (z := z) (-1) (by push_cast; linarith), hp]
  norm_num

/-- Every reflection with `h + k + l` even has a non-zero P2₁2₁2₁ orbit sum at some point. -/
theorem not_absent_P212121 {h k l : ℤ} (he : Even (h + k + l)) : ¬ Absent P212121 h k l := by
  have quarter : ∀ n : ℤ, Odd n → ∃ x : ℝ, (n : ℝ) * x = 1 / 4 := by
    intro n hn
    have h0 : (n : ℝ) ≠ 0 := by
      intro h0
      have h1 : n = 0 := by exact_mod_cast h0
      obtain ⟨m, hm⟩ := hn
      omega
    exact ⟨1 / 4 / n, by field_simp⟩
  have cases4 : (Even h ∧ Even k ∧ Even l) ∨ (Odd h ∧ Odd k ∧ Even l) ∨
      (Even h ∧ Odd k ∧ Odd l) ∨ (Odd h ∧ Even k ∧ Odd l) := by
    simp only [Int.even_iff, Int.odd_iff] at *
    omega
  intro H
  rcases cases4 with ⟨a, b, c⟩ | ⟨a, b, c⟩ | ⟨a, b, c⟩ | ⟨a, b, c⟩
  · -- all indices even: the origin gives 4
    have w : wave h k l (0, 0, 0) = 1 := by simp [wave]
    have e := H (0, 0, 0)
    rw [orbitSum_P212121, (a.add c).neg_one_zpow, (b.add c).neg_one_zpow,
      (a.add b).neg_one_zpow] at e
    simp only [neg_zero, w] at e
    norm_num at e
  · -- two odd indices: a point on a coordinate axis gives 4i
    obtain ⟨x, hx⟩ := quarter h a
    obtain ⟨p, m⟩ := wave_quarter (h := h) (k := k) (l := l) (x := x) (y := 0) (z := 0)
      (by linear_combination hx)
    have e := H (x, 0, 0)
    rw [orbitSum_P212121, (a.add_even c).neg_one_zpow, (b.add_even c).neg_one_zpow,
      (a.add_odd b).neg_one_zpow] at e
    simp only [neg_zero] at e m
    rw [p, m] at e
    norm_num [Complex.ext_iff] at e
  · obtain ⟨y, hy⟩ := quarter k b
    obtain ⟨p, m⟩ := wave_quarter (h := h) (k := k) (l := l) (x := 0) (y := y) (z := 0)
      (by linear_combination hy)
    have e := H (0, y, 0)
    rw [orbitSum_P212121, (a.add_odd c).neg_one_zpow, (b.add_odd c).neg_one_zpow,
      (a.add_odd b).neg_one_zpow] at e
    simp only [neg_zero] at e m
    rw [p, m] at e
    norm_num [Complex.ext_iff] at e
  · obtain ⟨z, hz⟩ := quarter l c
    obtain ⟨p, m⟩ := wave_quarter (h := h) (k := k) (l := l) (x := 0) (y := 0) (z := z)
      (by linear_combination hz)
    have e := H (0, 0, z)
    rw [orbitSum_P212121, (a.add_odd c).neg_one_zpow, (b.add_odd c).neg_one_zpow,
      (a.add_even b).neg_one_zpow] at e
    simp only [neg_zero] at e m
    rw [p, m] at e
    norm_num [Complex.ext_iff] at e

/-- For I222 and for I2₁2₁2₁ alike, a reflection is systematically absent exactly when
`h + k + l` is odd. -/
theorem absent_I222_and_I212121 (h k l : ℤ) :
    (Absent I222 h k l ↔ Odd (h + k + l)) ∧ (Absent I212121 h k l ↔ Odd (h + k + l)) := by
  constructor
  · rw [I222, absent_centred_iff]
    exact or_iff_left (not_absent_P222 h k l)
  · rw [I212121, absent_centred_iff]
    refine ⟨?_, Or.inl⟩
    rintro (ho | H)
    · exact ho
    · by_contra hn
      exact not_absent_P212121 (Int.not_odd_iff_even.mp hn) H

/-- Without centring, the reflection `(h, 0, 0)` is absent for P2₁2₁2₁ exactly when `h` is odd,
and it is never absent for P222. -/
theorem primitive_axial_absences (h : ℤ) :
    (Absent P212121 h 0 0 ↔ Odd h) ∧ ¬ Absent P222 h 0 0 := by
  refine ⟨⟨fun H => ?_, ?_⟩, not_absent_P222 h 0 0⟩
  · by_contra hn
    have he : Even (h + 0 + 0) := by simpa using Int.not_odd_iff_even.mp hn
    exact not_absent_P212121 he H
  · rintro ho ⟨x, y, z⟩
    -- the waves do not depend on y and z, so they cancel in pairs
    have w : ∀ a b c : ℝ, wave h 0 0 (a, b, c) = wave h 0 0 (a, 0, 0) := by
      intro a b c
      simp [wave]
    rw [orbitSum_P212121, w x y z, w (-x) (-y) z, w (-x) y (-z), w x (-y) (-z)]
    simp only [add_zero, zpow_zero, ho.neg_one_zpow]
    ring

end

end CentringAbsences
```

```lean
#print axioms CentringAbsences.absent_I222_and_I212121
#print axioms CentringAbsences.primitive_axial_absences
```

```
'CentringAbsences.absent_I222_and_I212121' depends on axioms: [propext, Classical.choice, Quot.sound]
'CentringAbsences.primitive_axial_absences' depends on axioms: [propext, Classical.choice, Quot.sound]
```

## How the proof follows the derivation

`wave_shift` is the half-turn rule. It writes $(-1)^n$ as $e^{n\pi i}$, combines the two exponentials and leaves an identity of exponents to `ring`. `orbitSum_centred` splits the sum over eight operations into two sums over four, and applies the rule to the second.

`absent_centred_iff` turns that factor into a statement about absences, for any list of four maps. In the even case the factor is $2$, and `resolve_left` uses the fact that it is non-zero to conclude that the primitive sum vanishes.

`not_absent_P222` evaluates the sum at the origin, where assumed absence would give $4=0$. For the screw axes, `orbitSum_P212121` obtains the three signs by using `wave_shift` three times from right to left. `wave_quarter` supplies the values $i$ and $-i$, the second from the first by a shift of minus one half-turn.

`not_absent_P212121` contains the parity cases. Its local statement `quarter` finds the coordinate $1/(4n)$ for an odd index $n$, which is non-zero, and `cases4` lists the four parity patterns, with `omega` doing the integer arithmetic. In each pattern the proof evaluates the assumed zero sum at the point chosen above. The contradiction is $4=0$ or $4i=0$; for the latter, `Complex.ext_iff` compares real and imaginary parts.

The main theorem then combines `absent_centred_iff` with these two results. For I222 the alternative "already absent before centring" never occurs. For I2₁2₁2₁ it could only matter when $h+k+l$ is even, and `not_absent_P212121` excludes it there.
